# On finitely many sites, the one-body Hamiltonian multiplies a Slater determinant by $\operatorname{tr}M$ when $h\varphi_j=\sum_k\varphi_k M_{kj}$

Let $X$ be the set of one-particle positions; a position may include a spin label. Electrons and orbitals are both labelled by a finite set $\iota$, and a configuration $x$ puts electron $i$ at $x_i\in X$. Orbitals $\varphi_j$ are functions on $X$ with values in a commutative ring $R$, for instance the complex numbers.

```lean
import Mathlib

open Matrix

namespace SlaterOneBody

variable {ι X R : Type*}
```

The orbital matrix is $A_{ij}(x)=\varphi_j(x_i)$, with electrons as rows and orbitals as columns.

```lean
/-- The matrix of orbital values: row `i` is the electron at `x i`, column `j` the orbital `φ j`. -/
def orbitalMatrix (φ : ι → X → R) (x : ι → X) : Matrix ι ι R :=
  Matrix.of fun i j => φ j (x i)
```

Write $x^{i\to y}$ for $x$ with electron $i$ moved to $y$, in Lean `Function.update x i y`. The move changes only row $i$ of $A$.

```lean
variable [DecidableEq ι]

/-- Moving electron `i` to the position `y` changes only row `i` of the orbital matrix. -/
theorem orbitalMatrix_update (φ : ι → X → R) (x : ι → X) (i : ι) (y : X) :
    orbitalMatrix φ (Function.update x i y) =
      (orbitalMatrix φ x).updateRow i (fun j => φ j y) := by
  ext a b
  by_cases ha : a = i
  · subst ha
    simp [orbitalMatrix]
  · simp [orbitalMatrix, Matrix.updateRow_apply, ha]
```

The Slater function is $\Psi(x)=\det A(x)$. For $N$ orthonormal orbitals the normalised state is $\Psi/\sqrt{N!}$; a constant factor does not affect the linear equations below.

```lean
variable [CommRing R] [Fintype ι]

/-- The Slater function of the orbitals `φ`, without a normalisation factor. -/
def slater (φ : ι → X → R) (x : ι → X) : R := (orbitalMatrix φ x).det
```

## Finitely many sites, finitely many electrons, commuting amplitudes

Finite $\iota$ and commuting amplitudes are what the determinant needs. Expanding along row $i$ gives

$$\Psi(x^{i\to y})=\sum_j \operatorname{adj}(A)_{ji}\,\varphi_j(y),$$

because the cofactor $\operatorname{adj}(A)_{ji}$ does not involve row $i$. The lemma states this for any replacement row $v$ and obtains it from Cramer's rule.

```lean
/-- Cofactor expansion of a determinant whose row `i` has been replaced by `v`. -/
theorem det_updateRow_eq_sum (A : Matrix ι ι R) (i : ι) (v : ι → R) :
    (A.updateRow i v).det = ∑ j, A.adjugate j i * v j := by
  rw [← Matrix.cramer_transpose_apply, Matrix.cramer_eq_adjugate_mulVec,
    ← Matrix.adjugate_transpose]
  simp only [Matrix.mulVec, dotProduct, Matrix.transpose_apply]
```

Finite $X$ makes $h$ an ordinary matrix, as in a tight-binding model. It acts on one coordinate of any many-particle function by

$$(h_i\Psi)(x)=\sum_{y} h(x_i,y)\,\Psi(x^{i\to y}).$$

```lean
variable [Fintype X]

/-- The one-particle operator `h` acting on coordinate `i` of a many-particle function. -/
def actOn (h : Matrix X X R) (i : ι) (Ψ : (ι → X) → R) (x : ι → X) : R :=
  ∑ y, h (x i) y * Ψ (Function.update x i y)
```

The Hamiltonian `oneBody h` is $\sum_i h_i$: the same $h$ for every electron and no interaction. Self-adjointness of $h$ is not assumed.

```lean
/-- The one-body Hamiltonian: the sum over all electrons of `h` acting on each coordinate. -/
def oneBody (h : Matrix X X R) (Ψ : (ι → X) → R) (x : ι → X) : R :=
  ∑ i, actOn h i Ψ x
```

On an infinite lattice the sum over $y$ can have infinitely many nonzero terms, and then it needs convergence conditions; a differential operator would need a domain. Here the two finite sums can simply be exchanged. With $B_{ij}(x)=(h\varphi_j)(x_i)$,

$$(h_i\Psi)(x)=\sum_j\operatorname{adj}(A)_{ji}\sum_y h(x_i,y)\varphi_j(y)=\sum_j \operatorname{adj}(A)_{ji}B_{ij}.$$

This is the determinant with row $i$ replaced by row $i$ of $B$. In the proof, `key` is the expansion and `Finset.sum_comm` the exchange.

```lean
/-- Acting with `h` on electron `i` replaces row `i` of the Slater determinant by the values
of the transformed orbitals `h φ j`. -/
theorem actOn_slater (h : Matrix X X R) (φ : ι → X → R) (i : ι) (x : ι → X) :
    actOn h i (slater φ) x =
      ((orbitalMatrix φ x).updateRow i (fun j => (h *ᵥ φ j) (x i))).det := by
  have key : ∀ y, slater φ (Function.update x i y) =
      ∑ j, (orbitalMatrix φ x).adjugate j i * φ j y := by
    intro y
    rw [slater, orbitalMatrix_update, det_updateRow_eq_sum]
  simp only [actOn, key, det_updateRow_eq_sum, Matrix.mulVec, dotProduct, Finset.mul_sum]
  rw [Finset.sum_comm]
  refine Finset.sum_congr rfl fun j _ => Finset.sum_congr rfl fun y _ => ?_
  ring
```

Summing over $i$ gives $\sum_i (h_i\Psi)(x)=\operatorname{tr}(B\operatorname{adj}A)$, for arbitrary orbitals.

```lean
/-- The one-body Hamiltonian on a Slater function, as the trace of the matrix of transformed
orbitals times the adjugate of the orbital matrix. -/
theorem oneBody_slater_trace (h : Matrix X X R) (φ : ι → X → R) (x : ι → X) :
    oneBody h (slater φ) x =
      (orbitalMatrix (fun j => h *ᵥ φ j) x * (orbitalMatrix φ x).adjugate).trace := by
  have e : ∀ i j, orbitalMatrix (fun j => h *ᵥ φ j) x i j = (h *ᵥ φ j) (x i) := by
    intro i j
    simp only [orbitalMatrix, Matrix.of_apply]
  simp only [oneBody, actOn_slater, det_updateRow_eq_sum, Matrix.trace, Matrix.diag_apply,
    Matrix.mul_apply]
  refine Finset.sum_congr rfl fun i _ => Finset.sum_congr rfl fun j _ => ?_
  rw [e, mul_comm]
```

## Orbitals that $h$ maps into their own span

The hypothesis `hM` reads $h\varphi_j=\sum_k\varphi_k M_{kj}$ for every $j$: the occupied space is invariant under $h$, though single orbitals may mix. Evaluated at $x_i$ it says $B=AM$, so

$$\operatorname{tr}(B\operatorname{adj}A)=\operatorname{tr}(AM\operatorname{adj}A)=\operatorname{tr}(\operatorname{adj}(A)\,A\,M)=\det(A)\operatorname{tr}M.$$

Hence $\sum_i h_i\Psi=\operatorname{tr}(M)\,\Psi$. In the proof, `e` is $B=AM$, `Matrix.trace_mul_comm` is the cyclic step, and `Matrix.adjugate_mul` gives $\operatorname{adj}(A)A=\det(A)\,1$.

```lean
/-- If `h` maps each orbital to a combination of the orbitals with coefficient matrix `M`, the
Slater function is multiplied by the trace of `M` under the one-body Hamiltonian. -/
theorem oneBody_slater (h : Matrix X X R) (φ : ι → X → R) (M : Matrix ι ι R)
    (hM : ∀ j, h *ᵥ φ j = ∑ k, M k j • φ k) :
    oneBody h (slater φ) = M.trace • slater φ := by
  funext x
  have e : orbitalMatrix (fun j => h *ᵥ φ j) x = orbitalMatrix φ x * M := by
    ext i j
    simp [orbitalMatrix, hM, Matrix.mul_apply, Finset.sum_apply, mul_comm]
  -- cyclicity of the trace brings the adjugate next to the orbital matrix
  rw [oneBody_slater_trace, e, Matrix.trace_mul_comm, ← mul_assoc, Matrix.adjugate_mul,
    Matrix.smul_mul, one_mul, Matrix.trace_smul]
  simp only [Pi.smul_apply, smul_eq_mul, slater]
  ring
```

Without closure the conclusion can fail for one electron on two sites. Take $h=\begin{pmatrix}0&1\\1&0\end{pmatrix}$ and $\varphi=(1,0)$. Then $\Psi=\varphi$ is sent to $(0,1)$, which is not a multiple of $\Psi$.

The theorem does not require $\Psi\neq0$. If the amplitudes lie in a field, such as the complex numbers, and the orbitals are linearly dependent, both sides vanish and no state is described. No inner product enters either, so this concerns the action of the operator, whereas the Slater–Condon rules give matrix elements between determinants.

## Orbitals with definite energies

The hypothesis `hε` is the special case $h\varphi_j=\varepsilon_j\varphi_j$. Then $M$ is diagonal and its trace is $\sum_j\varepsilon_j$; the proof passes `Matrix.diagonal ε` to the previous theorem. For non-interacting electrons on finitely many sites, this is the rule that the total energy is the sum of the occupied orbital energies. If the orbitals are closed under $h$ but are not eigen-orbitals, $\operatorname{tr}M$ takes the place of that sum.

```lean
/-- If each orbital satisfies `h φ j = ε j φ j`, the one-body Hamiltonian multiplies the
Slater function by the sum of the orbital energies. -/
theorem oneBody_slater_eigen (h : Matrix X X R) (φ : ι → X → R) (ε : ι → R)
    (hε : ∀ j, h *ᵥ φ j = ε j • φ j) :
    oneBody h (slater φ) = (∑ j, ε j) • slater φ := by
  have key := oneBody_slater h φ (Matrix.diagonal ε) (fun j => by
    rw [hε j]
    simp [Matrix.diagonal_apply, ite_smul])
  rwa [Matrix.trace_diagonal] at key
```

## A nonzero eigenstate over a field

The converse assumes that amplitudes lie in a field, that $\Psi\ne0$ (`hΨ`), and that $\sum_i h_i\Psi=E\Psi$ (`hE`). It concludes that the orbitals are closed under $h$, with some $M$ of trace $E$.

Since $\Psi\neq0$, some configuration $x_0$ has $\det A(x_0)\ne0$. The field allows division by this determinant, so set $M=A(x_0)^{-1}B(x_0)$. Define the residual orbitals $w_j=h\varphi_j-\sum_k\varphi_kM_{kj}$, with orbital matrix $W=B-AM$. The eigenvalue equation gives, at every $x$,

$$\operatorname{tr}(W\operatorname{adj}A)=(E-\operatorname{tr}M)\det A.$$

At $x_0$ we have $W=0$, so $E=\operatorname{tr}M$ and the right side vanishes everywhere. Now move electron $i$ from $x_0$ to $y$. Only row $i$ of $W$ can be nonzero, and the cofactors of that row keep their values at $x_0$:

$$\sum_j w_j(y)\operatorname{adj}(A(x_0))_{ji}=0\quad\text{for every } i.$$

Multiplying on the right by $A(x_0)$ gives $\det A(x_0)\,w_j(y)=0$, hence $w_j(y)=0$ for all $j$ and $y$.

In the proof these steps are `htr`, `hEM`, `hv` and `hz`; `Finset.sum_eq_single` keeps only the moved electron's row.

```lean
/-- Converse over a field: if a nonzero Slater function satisfies the eigenvalue equation of
the one-body Hamiltonian with value `E`, then `h` maps each orbital to a combination of the
orbitals, with a coefficient matrix of trace `E`. -/
theorem orbitals_closed_of_eigen {K : Type*} [Field K] (h : Matrix X X K) (φ : ι → X → K)
    (E : K) (hΨ : slater φ ≠ 0) (hE : oneBody h (slater φ) = E • slater φ) :
    ∃ M : Matrix ι ι K, (∀ j, h *ᵥ φ j = ∑ k, M k j • φ k) ∧ M.trace = E := by
  obtain ⟨x₀, hx₀⟩ := Function.ne_iff.mp hΨ
  have hd : (orbitalMatrix φ x₀).det ≠ 0 := hx₀
  -- fit the coefficients at a configuration where the determinant does not vanish
  obtain ⟨M, hM⟩ : ∃ M : Matrix ι ι K,
      orbitalMatrix φ x₀ * M = orbitalMatrix (fun j => h *ᵥ φ j) x₀ :=
    ⟨(orbitalMatrix φ x₀)⁻¹ * orbitalMatrix (fun j => h *ᵥ φ j) x₀, by
      rw [← mul_assoc, Matrix.mul_nonsing_inv _ (isUnit_iff_ne_zero.mpr hd), one_mul]⟩
  obtain ⟨w, hwdef⟩ : ∃ w : ι → X → K, w = fun j => h *ᵥ φ j - ∑ k, M k j • φ k := ⟨_, rfl⟩
  have hw : ∀ x, orbitalMatrix w x =
      orbitalMatrix (fun j => h *ᵥ φ j) x - orbitalMatrix φ x * M := by
    intro x
    ext i j
    simp [orbitalMatrix, hwdef, Matrix.mul_apply, Finset.sum_apply, mul_comm]
  have htr : ∀ x, (orbitalMatrix w x * (orbitalMatrix φ x).adjugate).trace =
      (E - M.trace) * (orbitalMatrix φ x).det := by
    intro x
    rw [hw, sub_mul, Matrix.trace_sub, ← oneBody_slater_trace, hE,
      Matrix.trace_mul_comm (orbitalMatrix φ x * M), ← mul_assoc, Matrix.adjugate_mul,
      Matrix.smul_mul, one_mul, Matrix.trace_smul]
    simp only [Pi.smul_apply, smul_eq_mul, slater]
    ring
  have h0 : orbitalMatrix w x₀ = 0 := by rw [hw, hM, sub_self]
  have hEM : E - M.trace = 0 := by
    have t := htr x₀
    rw [h0, zero_mul, Matrix.trace_zero] at t
    exact (mul_eq_zero.mp t.symm).resolve_right hd
  -- moving one electron to `y` isolates the residual orbitals at `y`
  have hv : ∀ y, (fun j => w j y) ᵥ* (orbitalMatrix φ x₀).adjugate = 0 := by
    intro y
    funext i
    have t := htr (Function.update x₀ i y)
    rw [hEM, zero_mul] at t
    simp only [Matrix.trace, Matrix.diag_apply, Matrix.mul_apply] at t
    rw [Finset.sum_eq_single i] at t
    · change ∑ j, w j y * (orbitalMatrix φ x₀).adjugate j i = 0
      refine Eq.trans (Finset.sum_congr rfl fun j _ => ?_) t
      have e1 : orbitalMatrix w (Function.update x₀ i y) i j = w j y := by
        simp [orbitalMatrix]
      have e2 : (orbitalMatrix φ (Function.update x₀ i y)).adjugate j i =
          (orbitalMatrix φ x₀).adjugate j i := by
        have e3 : ((orbitalMatrix φ x₀).updateRow i (fun k => φ k y)).updateRow i
            (Pi.single j 1) = (orbitalMatrix φ x₀).updateRow i (Pi.single j 1) := by
          ext a b
          by_cases ha : a = i <;> simp [Matrix.updateRow_apply, ha]
        rw [Matrix.adjugate_apply, Matrix.adjugate_apply, orbitalMatrix_update, e3]
      rw [e1, e2]
    · intro a _ ha
      refine Finset.sum_eq_zero fun j _ => ?_
      have e : orbitalMatrix w (Function.update x₀ i y) a j = 0 := by
        have z := congrFun (congrFun h0 a) j
        simpa [orbitalMatrix, ha] using z
      rw [e, zero_mul]
    · exact fun hi => absurd (Finset.mem_univ i) hi
  have hz : ∀ y, (fun j => w j y) = 0 := by
    intro y
    have t : (fun j => w j y) ᵥ* ((orbitalMatrix φ x₀).adjugate * orbitalMatrix φ x₀) = 0 := by
      rw [← Matrix.vecMul_vecMul, hv, Matrix.zero_vecMul]
    rw [Matrix.adjugate_mul, Matrix.vecMul_smul, Matrix.vecMul_one] at t
    exact (smul_eq_zero.mp t).resolve_left hd
  refine ⟨M, fun j => sub_eq_zero.mp (funext fun y => ?_), (sub_eq_zero.mp hEM).symm⟩
  have t := congrFun (hz y) j
  rw [hwdef] at t
  exact t
```

Each assumption matters, as the same two-site $h$ shows:

- **Zero determinant.** Two copies of $(1,0)$ give $\Psi=0$, which satisfies the equation for every $E$, yet $h(1,0)=(0,1)$ lies outside their span.
- **No eigenvalue equation.** The single orbital $(1,0)$ gives a nonzero $\Psi$ but is not closed under $h$.
- **Integers in place of a field.** The orbitals $(2,0)$ and $(0,1)$ give $\Psi\neq0$ and satisfy the equation with $E=0$, but $h(0,1)=(1,0)$ is half of the first orbital, so no integer $M$ exists.

## Mixing orbitals on a three-site ring

With unit hopping, $\varphi_0=(1,1,1)$ satisfies $h\varphi_0=2\varphi_0$, while $\varphi_1=(2,0,1)$ satisfies $h\varphi_1=3\varphi_0-\varphi_1$. Thus $\varphi_1$ is not an eigen-orbital, and $M$ is not diagonal. The theorem checks closure and the value $\Psi(0,1)=-2$, which is $-1/\sqrt3$ after normalising $\Psi$. By `oneBody_slater`, the eigenvalue is $\operatorname{tr}M=2-1=1$.

```lean
/-- Two orbitals on a three-site ring with unit hopping are mapped into their own span with a
non-diagonal coefficient matrix, and their Slater function is not zero. -/
theorem oneBody_slater_witness :
    let h : Matrix (Fin 3) (Fin 3) ℤ := !![0, 1, 1; 1, 0, 1; 1, 1, 0]
    let φ : Fin 2 → Fin 3 → ℤ := ![![1, 1, 1], ![2, 0, 1]]
    let M : Matrix (Fin 2) (Fin 2) ℤ := !![2, 3; 0, -1]
    (∀ j, h *ᵥ φ j = ∑ k, M k j • φ k) ∧ slater φ ![0, 1] = -2 := by
  intro h φ M
  constructor
  · intro j
    ext x
    fin_cases j <;> fin_cases x <;>
      simp [h, φ, M, Matrix.mulVec, dotProduct, Fin.sum_univ_succ]
  · simp [φ, slater, orbitalMatrix, Matrix.det_fin_two]

end SlaterOneBody
```

```lean
#print axioms SlaterOneBody.oneBody_slater_eigen
#print axioms SlaterOneBody.orbitals_closed_of_eigen
```

```
'SlaterOneBody.oneBody_slater_eigen' depends on axioms: [propext, Classical.choice, Quot.sound]
'SlaterOneBody.orbitals_closed_of_eigen' depends on axioms: [propext, Classical.choice, Quot.sound]
```
